# The logarithmic Flory–Huggins activity coefficient as a derivative of the athermal excess Gibbs energy

For an athermal Flory–Huggins mixture of finitely many components, with positive sizes $r_i$ and positive mole fractions $x_i$ summing to one, the theorem concerns the total excess Gibbs energy in units of $RT$, $\sum_i n_i\ln(\phi_i/(n_i/\sum_j n_j))$, where $\phi_i$ is the volume fraction. It states that when an amount $t$ of component $k$ is added to the amounts $n_i=x_i$, the others being held fixed, the derivative of this energy at $t=0$ is $\ln(\phi_k/x_k)+1-\phi_k/x_k$, with $\phi_k$ and $x_k$ taken at the original composition. The attempt first cancels $n_i$ inside each logarithm, leaving $r_i\sum_j n_j$ over the total volume. It then differentiates term by term with the product and chain rules and sums the results.

The first attempt, which Lean rejects:

```lean
import Mathlib

open Finset

namespace HasDerivAtTotalExcess

noncomputable section

variable {ι : Type*} [Fintype ι]

/-- Total volume of a mixture with amounts `n` and molecular sizes `r`; for mole fractions
it is the mean size. -/
def totalVolume (n r : ι → ℝ) : ℝ := ∑ j, r j * n j

/-- Volume fraction of component `i`, for mixtures of nonzero total volume. -/
def volumeFraction (n r : ι → ℝ) (i : ι) : ℝ := r i * n i / totalVolume n r

/-- Athermal excess Gibbs energy, in units of `RT`, of a mixture with positive amounts `n` and
positive sizes `r`. -/
def totalExcess (n r : ι → ℝ) : ℝ :=
  ∑ i, n i * Real.log (volumeFraction n r i / (n i / ∑ j, n j))

/-- Flory-Huggins expression for the logarithm of the activity coefficient of component `i`, at mole
fractions `x` with `x i` positive, and positive sizes `r`. -/
def logActivityCoeff (x r : ι → ℝ) (i : ι) : ℝ :=
  Real.log (volumeFraction x r i / x i) + 1 - volumeFraction x r i / x i

/-- A mixture with positive mole fractions summing to one and positive sizes has positive
total volume. -/
theorem totalVolume_pos {x r : ι → ℝ} (hx : ∀ i, 0 < x i) (hr : ∀ i, 0 < r i)
    (hs : ∑ i, x i = 1) : 0 < totalVolume x r := by
  have h : ∑ i, x i ≠ 0 := by rw [hs]; exact one_ne_zero
  exact Finset.sum_pos (fun i _ => mul_pos (hr i) (hx i)) (Finset.nonempty_of_sum_ne_zero h)

/-- For a component that is present, the ratio of volume fraction to mole fraction is its size
divided by the mean size. -/
theorem volumeFraction_div {x r : ι → ℝ} {i : ι} (hx : x i ≠ 0) :
    volumeFraction x r i / x i = r i / totalVolume x r := by
  unfold volumeFraction
  rw [mul_div_right_comm]
  exact mul_div_cancel_right₀ _ hx

/-- At positive mole fractions summing to one and positive sizes, the logarithmic activity
coefficient of component `k` is the rate of change of the total excess Gibbs energy when
an amount `t` of `k` is added. -/
theorem hasDerivAt_totalExcess [DecidableEq ι] {x r : ι → ℝ} (hx : ∀ i, 0 < x i)
    (hr : ∀ i, 0 < r i) (hs : ∑ i, x i = 1) (k : ι) :
    HasDerivAt (fun t : ℝ => totalExcess (fun i => x i + if i = k then t else 0) r)
      (logActivityCoeff x r k) 0 := by
  have hV := (totalVolume_pos hx hr hs).ne'
  -- the amount of each component cancels inside its logarithm
  have hform : ∀ n : ι → ℝ, totalExcess n r =
      ∑ i, n i * Real.log (r i * (∑ j, n j) / totalVolume n r) := by
    intro n
    refine Finset.sum_congr rfl fun i _ => ?_
    by_cases hn : n i = 0
    · rw [hn, zero_mul, zero_mul]
    · have e : volumeFraction n r i / (n i / ∑ j, n j) =
          r i * (∑ j, n j) / totalVolume n r * (n i / n i) := by
        unfold volumeFraction
        ring
      rw [e, div_self hn, mul_one]
  have hN : ∀ t : ℝ, ∑ i, (x i + if i = k then t else 0) = 1 + t := by
    intro t
    simp [Finset.sum_add_distrib, hs]
  have hR : ∀ t : ℝ, totalVolume (fun i => x i + if i = k then t else 0) r =
      totalVolume x r + r k * t := by
    intro t
    simp [totalVolume, mul_add, Finset.sum_add_distrib]
  simp only [hform, hN, hR]
  -- differentiate each term by the product and chain rules
  have h : ∀ i, HasDerivAt (fun t : ℝ => (x i + if i = k then t else 0) *
      Real.log (r i * (1 + t) / (totalVolume x r + r k * t)))
      ((if i = k then 1 else 0) * Real.log (r i / totalVolume x r) +
        x i * (1 - r k / totalVolume x r)) 0 := by
    intro i
    have hri := (hr i).ne'
    have h1 : HasDerivAt (fun t : ℝ => x i + if i = k then t else 0)
        (if i = k then 1 else 0) 0 := by
      split_ifs
      · exact (hasDerivAt_id' (0 : ℝ)).const_add (x i)
      · exact hasDerivAt_const (0 : ℝ) (x i + 0)
    have h2 : HasDerivAt (fun t : ℝ => r i * (1 + t)) (r i * 1) 0 :=
      ((hasDerivAt_id' (0 : ℝ)).const_add 1).const_mul (r i)
    have h3 : HasDerivAt (fun t : ℝ => totalVolume x r + r k * t) (r k * 1) 0 :=
      ((hasDerivAt_id' (0 : ℝ)).const_mul (r k)).const_add (totalVolume x r)
    have h4 := (h2.fun_div h3 (by simpa using hV)).log
      (by simpa using And.intro hri hV)
    refine (h1.fun_mul h4).congr_deriv ?_
    have e : (r i * totalVolume x r - r i * r k) / totalVolume x r ^ 2 /
        (r i / totalVolume x r) = 1 - r k / totalVolume x r := by
      field_simp
    simp only [add_zero, mul_zero, mul_one, ite_self]
    rw [e]
  refine (HasDerivAt.fun_sum fun i _ => h i).congr_deriv ?_
  rw [Finset.sum_add_distrib, ← Finset.sum_mul, hs, logActivityCoeff,
    volumeFraction_div (hx k).ne']
  simp only [ite_mul, one_mul, zero_mul, Finset.sum_ite_eq', Finset.mem_univ, if_true]
  ring

end

end HasDerivAtTotalExcess
```

Messages:

```
Try this:
  [apply] ring_nf
  
  The `ring` tactic failed to close the goal. Use `ring_nf` to obtain a normal form.
    
  Note that `ring` works primarily in *commutative* rings. If you have a noncommutative ring, abelian group or module, consider using `noncomm_ring`, `abel` or `module` instead.
Main.lean:59:62: error: unsolved goals
ι : Type u_1
inst✝¹ : Fintype ι
inst✝ : DecidableEq ι
x r : ι → ℝ
hx : ∀ (i : ι), 0 < x i
hr : ∀ (i : ι), 0 < r i
hs : ∑ i, x i = 1
k : ι
hV : totalVolume x r ≠ 0
n : ι → ℝ
i : ι
x✝ : i ∈ univ
hn : ¬n i = 0
⊢ r i * n i * (totalVolume n r)⁻¹ * (n i)⁻¹ * (∑ j, n j)⁻¹⁻¹ = (r i * n i * (totalVolume n r)⁻¹ * ∑ j, n j) * (n i)⁻¹
```

As a diff, the version that Lean accepts:

```diff
@@ -59,4 +59,5 @@
           r i * (∑ j, n j) / totalVolume n r * (n i / n i) := by
         unfold volumeFraction
+        rw [div_div_eq_mul_div]
         ring
       rw [e, div_self hn, mul_one]
```

Cause. The error is in the auxiliary identity `e`, which prepares the cancellation of `n i` inside the logarithm. After `unfold volumeFraction`, the left side is divided by the quotient `n i / ∑ j, n j`, so the sum sits in the denominator of a denominator. The first message says that `ring` did not close the goal, and suggests `ring_nf`. The second shows what was left: the left side contains `(∑ j, n j)⁻¹⁻¹` where the right side has `∑ j, n j`, and the other factors agree. The two sides are equal, but `ring` did not reduce the double inverse of the sum, so its normal forms did not match.

The added `rw [div_div_eq_mul_div]` uses `a / (b / c) = a * c / b` to move the sum into the numerator before `ring` runs. No double inverse then arises, and `ring` has only to reorder the same factors.
